# The two lowest spherical Bessel waves j₀ that vanish at the edge of a sphere: a sum with zero edge slope and unit radial charge has fixed coefficients, zero edge curvature and is positive inside

The spherical Bessel function \(j_0\) is represented here by Mathlib's `Real.sinc`, which equals \(\sin x/x\) for \(x\neq0\) and \(1\) at \(x=0\). The bare quotient would not do: Lean sets division by zero to zero, which would give the augmentation function a false value at the nucleus.

In a plane-wave calculation with ultrasoft pseudopotentials, a sharp augmentation charge can be replaced inside a radius \(R\) by a smooth one that is easier to represent on the Fourier grid. In general the smooth charge has to join the charge outside \(R\). The simplified model below treats only a spherical (\(l=0\)) function that vanishes at \(R\), expanded in waves that vanish there too. Unit radial charge means that \(r^2\) times this function, integrated over \(r\) from \(0\) to \(R\), gives one.

```lean
import Mathlib

open scoped Real Topology

namespace AugmentationPseudization

noncomputable section
```

This loads Mathlib and makes the symbol `π` available.

```lean
/-- The wave number `(k+1)π/R` of the spherical wave number `k` (counted from zero), for a
sphere of radius `R ≠ 0`. -/
def waveNumber (R : ℝ) (k : ℕ) : ℝ := ((k + 1 : ℕ) : ℝ) * π / R
```

The wave numbers are \(q_k=(k+1)\pi/R\), where \(k=0,1,\dots\) counts the waves.

```lean
/-- The pseudized augmentation function: a sum of spherical Bessel functions `j₀(qₖ r)` with
coefficients `aₖ`, for a sphere of radius `R ≠ 0`. -/
def aug {N : ℕ} (a : Fin N → ℝ) (R r : ℝ) : ℝ :=
  ∑ k, a k * Real.sinc (waveNumber R k * r)
```

For \(N\) real coefficients \(a_k\), indexed by `Fin N`, this defines
\[
g(r)=\sum_{k=0}^{N-1}a_k\,j_0(q_k r).
\]
In Lean, \(g\) is `aug a R`. It is not cut off at \(R\), so derivatives at the edge are those of the sum continued through it.

```lean
/-- For `R > 0` each wave number is nonzero, and at the edge of the sphere the sine of the
phase `qₖ R` vanishes and its cosine is `(-1)^(k+1)`. -/
theorem edge_phase {R : ℝ} (hR : 0 < R) (k : ℕ) :
    waveNumber R k ≠ 0 ∧ Real.sin (waveNumber R k * R) = 0 ∧
      Real.cos (waveNumber R k * R) = (-1) ^ (k + 1) := by
  have h : waveNumber R k * R = ((k + 1 : ℕ) : ℝ) * π := by
    unfold waveNumber
    field_simp
  refine ⟨?_, ?_, ?_⟩
  · unfold waveNumber
    positivity
  · rw [h, Real.sin_nat_mul_pi]
  · rw [h, Real.cos_nat_mul_pi]
```

Since \(q_kR=(k+1)\pi\), we have \(\sin q_kR=0\) and \(\cos q_kR=(-1)^{k+1}\). The hypothesis `hR` is \(R>0\).

```lean
/-- The first and second radial derivatives of `j₀(q r)` for `q ≠ 0`, away from the origin. -/
theorem bessel_derivatives {q r : ℝ} (hq : q ≠ 0) (hr : r ≠ 0) :
    HasDerivAt (fun x => Real.sinc (q * x))
      (Real.cos (q * r) / r - Real.sin (q * r) / (q * r ^ 2)) r ∧
    HasDerivAt (fun x => Real.cos (q * x) / x - Real.sin (q * x) / (q * x ^ 2))
      (-q * Real.sin (q * r) / r - 2 * Real.cos (q * r) / r ^ 2
        + 2 * Real.sin (q * r) / (q * r ^ 3)) r := by
  have hl : HasDerivAt (fun x : ℝ => q * x) q r := by
    simpa using (hasDerivAt_id' r).const_mul q
  constructor
  · -- near `r` the function is the plain quotient `sin (q x) / (q x)`
    have e : (fun x => Real.sinc (q * x)) =ᶠ[𝓝 r] fun x => Real.sin (q * x) / (q * x) := by
      filter_upwards [isOpen_ne.mem_nhds hr] with x hx
      exact Real.sinc_of_ne_zero (mul_ne_zero hq hx)
    refine ((hl.sin.fun_div hl (mul_ne_zero hq hr)).congr_of_eventuallyEq e).congr_deriv ?_
    field_simp
  · have hp : HasDerivAt (fun x : ℝ => q * x ^ 2) (q * (2 * r)) r := by
      simpa using (hasDerivAt_pow 2 r).const_mul q
    refine ((hl.cos.fun_div (hasDerivAt_id' r) hr).fun_sub
      (hl.sin.fun_div hp (mul_ne_zero hq (pow_ne_zero 2 hr)))).congr_deriv ?_
    field_simp
    ring
```

`HasDerivAt f c r` says that \(f\) is differentiable at \(r\) with derivative \(c\). For \(q,r\neq0\), the quotient rule gives
\[
\frac{d}{dr}j_0(qr)=\frac{\cos qr}{r}-\frac{\sin qr}{qr^2},
\]
\[
\frac{d^2}{dr^2}j_0(qr)=-\frac{q\sin qr}{r}-\frac{2\cos qr}{r^2}+\frac{2\sin qr}{qr^3}.
\]
The proof first replaces `Real.sinc` by the quotient near \(r\); `field_simp` and `ring` then do the algebra.

```lean
/-- The radial integral of `r² j₀(q r)` from `0` to `R`, for `q ≠ 0`. -/
theorem bessel_moment {q : ℝ} (hq : q ≠ 0) (R : ℝ) :
    ∫ r in (0 : ℝ)..R, r ^ 2 * Real.sinc (q * r) =
      Real.sin (q * R) / q ^ 3 - R * Real.cos (q * R) / q ^ 2 := by
  have hc : Continuous (fun r : ℝ => r ^ 2 * Real.sinc (q * r)) :=
    (continuous_pow 2).mul (Real.continuous_sinc.comp (continuous_const.mul continuous_id))
  -- the right-hand side, as a function of `R`, is an antiderivative
  have hd : ∀ x ∈ Set.uIcc 0 R, HasDerivAt
      (fun x => Real.sin (q * x) / q ^ 3 - x * Real.cos (q * x) / q ^ 2)
      (x ^ 2 * Real.sinc (q * x)) x := by
    intro x _
    have hl : HasDerivAt (fun x : ℝ => q * x) q x := by
      simpa using (hasDerivAt_id' x).const_mul q
    have key : x ^ 2 * Real.sinc (q * x) = x * Real.sin (q * x) / q := by
      by_cases hx : x = 0
      · simp [hx]
      · rw [Real.sinc_of_ne_zero (mul_ne_zero hq hx)]
        field_simp
    rw [key]
    refine ((hl.sin.div_const (q ^ 3)).fun_sub
      (((hasDerivAt_id' x).fun_mul hl.cos).div_const (q ^ 2))).congr_deriv ?_
    field_simp
    ring
  rw [intervalIntegral.integral_eq_sub_of_hasDerivAt hd (hc.intervalIntegrable _ _)]
  simp
```

The integrand is \(r^2j_0(qr)=r\sin(qr)/q\). An antiderivative is
\[
F(r)=\frac{\sin qr}{q^3}-\frac{r\cos qr}{q^2},
\]
because the two terms \(\pm\cos(qr)/q^2\) in \(F'\) cancel. As \(F(0)=0\), the integral is \(F(R)\). Lean checks \(F'\) and applies the fundamental theorem of calculus.

```lean
/-- The augmentation function vanishes at the edge of a sphere of radius `R > 0`, whatever
the coefficients. -/
theorem aug_edge {N : ℕ} (a : Fin N → ℝ) {R : ℝ} (hR : 0 < R) : aug a R R = 0 := by
  refine Finset.sum_eq_zero fun k _ => ?_
  obtain ⟨hq, hs, -⟩ := edge_phase hR k
  rw [Real.sinc_of_ne_zero (mul_ne_zero hq hR.ne'), hs, zero_div, mul_zero]
```

Each term contains \(\sin q_kR=0\), so \(g(R)=0\) for any coefficients.

```lean
/-- The slope at the edge of a sphere of radius `R > 0` is the alternating sum `-a₀ + a₁ - a₂ + …`
of the coefficients, divided by `R`. -/
theorem aug_slope {N : ℕ} (a : Fin N → ℝ) {R : ℝ} (hR : 0 < R) :
    HasDerivAt (aug a R) ((∑ k : Fin N, (-1) ^ ((k : ℕ) + 1) * a k) / R) R := by
  have h := HasDerivAt.fun_sum (u := Finset.univ) (fun (k : Fin N) _ =>
    (bessel_derivatives (edge_phase hR k).1 hR.ne').1.const_mul (a k))
  refine HasDerivAt.congr_deriv h ?_
  rw [Finset.sum_div]
  refine Finset.sum_congr rfl fun k _ => ?_
  rw [(edge_phase hR k).2.1, (edge_phase hR k).2.2]
  ring
```

At the edge only the cosine term of the first derivative survives:
\[
g'(R)=\frac1R\sum_k(-1)^{k+1}a_k.
\]

```lean
/-- At the edge of a sphere of radius `R > 0` the second derivative is `-2/R` times the
slope, for any number of waves and any coefficients. -/
theorem aug_curvature {N : ℕ} (a : Fin N → ℝ) {R : ℝ} (hR : 0 < R) :
    HasDerivAt (deriv (aug a R)) (-(2 / R) * deriv (aug a R) R) R := by
  have h := HasDerivAt.fun_sum (u := Finset.univ) (fun (k : Fin N) _ =>
    (bessel_derivatives (edge_phase hR k).1 hR.ne').2.const_mul (a k))
  -- the first derivative is known in a whole neighbourhood of the edge
  have e : deriv (aug a R) =ᶠ[𝓝 R] fun r => ∑ k : Fin N, a k *
      (Real.cos (waveNumber R k * r) / r
        - Real.sin (waveNumber R k * r) / (waveNumber R k * r ^ 2)) := by
    filter_upwards [isOpen_ne.mem_nhds hR.ne'] with r hr
    have h1 := HasDerivAt.fun_sum (u := Finset.univ) (fun (k : Fin N) _ =>
      (bessel_derivatives (edge_phase hR k).1 hr).1.const_mul (a k))
    exact HasDerivAt.deriv h1
  rw [(aug_slope a hR).deriv]
  refine (h.congr_of_eventuallyEq e).congr_deriv ?_
  rw [Finset.sum_div, Finset.mul_sum]
  refine Finset.sum_congr rfl fun k _ => ?_
  rw [(edge_phase hR k).2.1, (edge_phase hR k).2.2]
  ring
```

In the second derivative, too, only the cosine term survives:
\[
g''(R)=-\frac{2}{R^2}\sum_k(-1)^{k+1}a_k=-\frac2R\,g'(R).
\]
Zero slope therefore forces zero curvature, for any number of waves. Lean needs the formula for \(g'\) in a neighbourhood of \(R\), supplied by `e`, before differentiating again.

```lean
/-- The radial charge integral of the augmentation function over a sphere of radius `R > 0`,
in terms of the coefficients. -/
theorem aug_charge {N : ℕ} (a : Fin N → ℝ) {R : ℝ} (hR : 0 < R) :
    ∫ r in (0 : ℝ)..R, r ^ 2 * aug a R r =
      R ^ 3 / π ^ 2 * ∑ k : Fin N, (-1) ^ (k : ℕ) * a k / (((k : ℕ) : ℝ) + 1) ^ 2 := by
  have e : ∀ r, r ^ 2 * aug a R r =
      ∑ k : Fin N, a k * (r ^ 2 * Real.sinc (waveNumber R k * r)) := by
    intro r
    rw [aug, Finset.mul_sum]
    exact Finset.sum_congr rfl fun k _ => by ring
  have hc : ∀ k : Fin N, Continuous
      (fun r : ℝ => a k * (r ^ 2 * Real.sinc (waveNumber R k * r))) := fun k =>
    continuous_const.mul ((continuous_pow 2).mul
      (Real.continuous_sinc.comp (continuous_const.mul continuous_id)))
  simp only [e]
  rw [intervalIntegral.integral_finsetSum (fun k _ => (hc k).intervalIntegrable 0 R),
    Finset.mul_sum]
  refine Finset.sum_congr rfl fun k _ => ?_
  have hk : ((k : ℕ) : ℝ) + 1 ≠ 0 := by positivity
  rw [intervalIntegral.integral_const_mul, bessel_moment (edge_phase hR k).1,
    (edge_phase hR k).2.1, (edge_phase hR k).2.2, pow_succ]
  unfold waveNumber
  push_cast
  field_simp
  ring
```

With \(q=q_k\), each term contributes \(a_kF(R)\), where \(F(R)=-R(-1)^{k+1}/q_k^2\), so
\[
\int_0^R r^2g\,dr=\frac{R^3}{\pi^2}\sum_k\frac{(-1)^k a_k}{(k+1)^2}.
\]
There is no angular factor in this convention: if this integral is one, \(g\) read as a density holds charge \(4\pi\) inside the sphere.

```lean
/-- Two waves with equal coefficients `a` combine to `a j₀(x) (1 + cos x)` with `x = πr/R`,
for `R ≠ 0`. -/
theorem aug_equal (a r : ℝ) {R : ℝ} (hR : R ≠ 0) :
    aug ![a, a] R r = a * Real.sinc (π * r / R) * (1 + Real.cos (π * r / R)) := by
  have h0 : waveNumber R 0 * r = π * r / R := by
    unfold waveNumber
    push_cast
    field_simp
  have h1 : waveNumber R 1 * r = 2 * (π * r / R) := by
    unfold waveNumber
    push_cast
    field_simp
  -- the double-angle formula for `j₀`
  have h2 : ∀ x : ℝ, Real.sinc (2 * x) = Real.sinc x * Real.cos x := by
    intro x
    by_cases hx : x = 0
    · simp [hx]
    · rw [Real.sinc_of_ne_zero (mul_ne_zero two_ne_zero hx), Real.sinc_of_ne_zero hx,
        Real.sin_two_mul]
      field_simp
  rw [aug, Fin.sum_univ_two]
  change a * Real.sinc (waveNumber R 0 * r) + a * Real.sinc (waveNumber R 1 * r) = _
  rw [h0, h1, h2]
  ring
```

With \(x=\pi r/R\), the double-angle formula gives \(j_0(2x)=j_0(x)\cos x\). Equal coefficients \(a\) thus yield \(g=a\,j_0(x)(1+\cos x)\). The origin is treated separately.

```lean
/-- For two waves in a sphere of radius `R > 0`, the slope at the edge vanishes and the radial
charge integral is one exactly when both coefficients equal `4π²/(3R³)`. -/
theorem pseudization_iff (a b : ℝ) {R : ℝ} (hR : 0 < R) :
    (HasDerivAt (aug ![a, b] R) 0 R ∧ ∫ r in (0 : ℝ)..R, r ^ 2 * aug ![a, b] R r = 1) ↔
      a = 4 * π ^ 2 / (3 * R ^ 3) ∧ b = 4 * π ^ 2 / (3 * R ^ 3) := by
  have s : HasDerivAt (aug ![a, b] R) ((b - a) / R) R := by
    refine (aug_slope ![a, b] hR).congr_deriv ?_
    congr 1
    simp [Fin.sum_univ_two]
    ring
  have n : ∫ r in (0 : ℝ)..R, r ^ 2 * aug ![a, b] R r = R ^ 3 / π ^ 2 * (a - b / 4) := by
    rw [aug_charge _ hR, Fin.sum_univ_two]
    change R ^ 3 / π ^ 2 * ((-1) ^ 0 * a / (((0 : ℕ) : ℝ) + 1) ^ 2
      + (-1) ^ 1 * b / (((1 : ℕ) : ℝ) + 1) ^ 2) = _
    push_cast
    ring
  rw [n]
  constructor
  · rintro ⟨h1, h2⟩
    -- zero slope makes the coefficients equal, the charge fixes their value
    have h := (div_eq_zero_iff.mp (s.unique h1)).resolve_right hR.ne'
    have hab : b = a := by linarith
    rw [hab, div_mul_eq_mul_div, div_eq_iff (by positivity)] at h2
    have ha : a = 4 * π ^ 2 / (3 * R ^ 3) := by
      rw [eq_div_iff (by positivity)]
      linear_combination 4 * h2
    exact ⟨ha, hab.trans ha⟩
  · rintro ⟨ha, hb⟩
    refine ⟨s.congr_deriv (by rw [ha, hb, sub_self, zero_div]), ?_⟩
    have h3 : a * (3 * R ^ 3) = 4 * π ^ 2 := (eq_div_iff (by positivity)).mp ha
    rw [hb.trans ha.symm, div_mul_eq_mul_div, div_eq_iff (by positivity)]
    linear_combination h3 / 4
```

The notation `![a, b]` means \(a_0=a\), \(a_1=b\). The two conditions read
\[
\frac{b-a}{R}=0,\qquad \frac{R^3}{\pi^2}\Bigl(a-\frac b4\Bigr)=1.
\]
The first gives \(b=a\); the second becomes \(3aR^3/(4\pi^2)=1\), so
\[
a=b=\frac{4\pi^2}{3R^3}.
\]
Substitution proves the converse. In Lean, `s.unique` identifies the computed slope with zero, and `linear_combination` solves the charge equation.

The two conditions form a small linear system for \(a\) and \(b\). A routine that solves this system numerically, with the same wave numbers, can be tested against the closed form.

```lean
/-- If two waves in a sphere of radius `R > 0` have zero slope at the edge and unit radial
charge integral, then the second derivative at the edge also vanishes and the augmentation
function is positive everywhere inside the sphere, the origin included. -/
theorem pseudization_smooth_positive (a b : ℝ) {R : ℝ} (hR : 0 < R)
    (hslope : HasDerivAt (aug ![a, b] R) 0 R)
    (hcharge : ∫ r in (0 : ℝ)..R, r ^ 2 * aug ![a, b] R r = 1) :
    HasDerivAt (deriv (aug ![a, b] R)) 0 R ∧
      ∀ r, 0 ≤ r → r < R → 0 < aug ![a, b] R r := by
  constructor
  · exact (aug_curvature ![a, b] hR).congr_deriv (by rw [hslope.deriv, mul_zero])
  · intro r h0 hr
    obtain ⟨ha, hb⟩ := (pseudization_iff a b hR).mp ⟨hslope, hcharge⟩
    have hpos : 0 < a := by
      rw [ha]
      positivity
    rw [hb.trans ha.symm, aug_equal a r hR.ne']
    have hx0 : 0 ≤ π * r / R := by positivity
    have hx1 : π * r / R < π := by
      rw [div_lt_iff₀ hR]
      exact mul_lt_mul_of_pos_left hr Real.pi_pos
    -- both factors are positive for phases in `[0, π)`
    have hcos : 0 < 1 + Real.cos (π * r / R) := by
      have h := Real.cos_lt_cos_of_nonneg_of_le_pi hx0 le_rfl hx1
      rw [Real.cos_pi] at h
      linarith
    have hsinc : 0 < Real.sinc (π * r / R) := by
      rcases hx0.eq_or_lt with h | h
      · rw [← h, Real.sinc_zero]
        exact one_pos
      · rw [Real.sinc_of_ne_zero h.ne']
        exact div_pos (Real.sin_pos_of_pos_of_lt_pi h hx1) h
    exact mul_pos (mul_pos hpos hsinc) hcos

end

end AugmentationPseudization
```

Zero slope gives \(g''(R)=0\) by the curvature relation. The coefficients are equal and positive, and for \(0\le x<\pi\) both \(j_0(x)\) and \(1+\cos x\) are positive. Hence \(g(r)>0\) for \(0\le r<R\), which the proof obtains as a product of positive factors.

Both hypotheses matter. Without zero slope, take \(a=0\), \(b=-4\pi^2/R^3\): the charge integral is still one, but \(g(0)=b<0\) and \(g''(R)=-2b/R^2\neq0\). Without the charge condition, \(a=b=-1\) has zero slope and is negative throughout the interior.

```lean
#print axioms AugmentationPseudization.aug_edge
#print axioms AugmentationPseudization.pseudization_smooth_positive
```

```
'AugmentationPseudization.aug_edge' depends on axioms: [propext, Classical.choice, Quot.sound]
'AugmentationPseudization.pseudization_smooth_positive' depends on axioms: [propext, Classical.choice, Quot.sound]
```
